# Constant local energy of a sine Jastrow product with matched inverse-sine-square interaction

For $N$ particles on a line, real $k$ and $\lambda$, and no vanishing $\sin k(x_i-x_j)$ with $i\ne j$, the function $\psi=\prod_{i<j}|\sin k(x_i-x_j)|^\lambda$ has local energy

$$\frac{H\psi}{\psi}=\frac{\lambda^2k^2N(N^2-1)}6,\qquad H=-\frac12\sum_i\partial_i^2+\lambda(\lambda-1)k^2\sum_{i<j}\frac1{\sin^2k(x_i-x_j)}.$$

In variational Monte Carlo on a ring of circumference $L$, with $k=\pi/L$ and this $\psi$ as a normalisable trial function, every configuration satisfying the condition therefore gives the same energy sample.

```lean
import Mathlib

open Finset Topology

namespace SutherlandJastrow

noncomputable section

variable {N : ℕ} {k : ℝ} {x : Fin N → ℝ}
```

## The wave function and its Hamiltonian

A configuration is `x : Fin N → ℝ`. `Apart` excludes zeros of the pair sines, including particle coincidences.

```lean
/-- No two particles sit at a zero of the pair function `sin (k (x_i - x_j))`. -/
def Apart (k : ℝ) (x : Fin N → ℝ) : Prop :=
  ∀ i j, i ≠ j → Real.sin (k * (x i - x j)) ≠ 0
```

Write $c_{ij}=\cot k(x_i-x_j)$.

```lean
/-- The cotangent of `k (x_i - x_j)`, meant for pairs where the sine does not vanish. -/
def cotPair (k : ℝ) (x : Fin N → ℝ) (i j : Fin N) : ℝ :=
  Real.cos (k * (x i - x j)) / Real.sin (k * (x i - x j))
```

The product takes each pair once, through `j ∈ Ioi i`; `lam` is $\lambda$.

```lean
/-- The Jastrow product of `|sin (k (x_i - x_j))| ^ lam` over all pairs `i < j`. -/
def jastrow (k lam : ℝ) (x : Fin N → ℝ) : ℝ :=
  ∏ i, ∏ j ∈ Ioi i, |Real.sin (k * (x i - x j))| ^ lam
```

Units have $\hbar=m=1$. `Function.update x i t` moves particle $i$ to $t$, so the nested `deriv` is $\partial_i^2$. The same $\lambda$ fixes exponent and coupling, so that the kinetic and potential singularities can cancel when two particles meet.

```lean
/-- The Hamiltonian with kinetic energy `-∑ ∂_i² / 2` and pair repulsion or attraction
`lam (lam - 1) k² / sin²`, meant for configurations where no pair sine vanishes. -/
def hamiltonian (k lam : ℝ) (ψ : (Fin N → ℝ) → ℝ) (x : Fin N → ℝ) : ℝ :=
  -(1 / 2) * ∑ i, deriv (deriv fun t => ψ (Function.update x i t)) (x i)
    + lam * (lam - 1) * k ^ 2 *
      (∑ i, ∑ j ∈ Ioi i, 1 / Real.sin (k * (x i - x j)) ^ 2) * ψ x
```

The local energy is the pointwise quotient $(H\psi)(x)/\psi(x)$. The result concerns this quotient; it does not identify $\psi$ as a ground state or impose boundary conditions at collisions.

```lean
/-- The local energy `(H ψ)(x) / ψ(x)`, meant for configurations with `ψ(x) ≠ 0`. -/
def localEnergy (k lam : ℝ) (ψ : (Fin N → ℝ) → ℝ) (x : Fin N → ℝ) : ℝ :=
  hamiltonian k lam ψ x / ψ x
```

## From three cotangents to two-body terms

Exchanging the particles reverses the sign: $c_{ji}=-c_{ij}$.

```lean
private lemma cotPair_antisymm (k : ℝ) (x : Fin N → ℝ) (i j : Fin N) :
    cotPair k x j i = -cotPair k x i j := by
  unfold cotPair
  rw [show k * (x j - x i) = -(k * (x i - x j)) by ring, Real.cos_neg, Real.sin_neg, div_neg]
```

Lean's division by zero gives $c_{ii}=0$, which lets sums over $j\ne i$ be extended to all $j$.

```lean
private lemma cotPair_self (k : ℝ) (x : Fin N → ℝ) (i : Fin N) : cotPair k x i i = 0 := by
  simp [cotPair]
```

Since $\cot a+\cot b=\sin(a+b)/(\sin a\sin b)$,

$$(\cot a+\cot b)\cot(a+b)=\frac{\cos(a+b)}{\sin a\sin b}=\cot a\cot b-1.$$

```lean
private lemma cot_add_identity {a b : ℝ} (ha : Real.sin a ≠ 0) (hb : Real.sin b ≠ 0)
    (hab : Real.sin (a + b) ≠ 0) :
    Real.cos a / Real.sin a * (Real.cos b / Real.sin b)
      - (Real.cos a / Real.sin a + Real.cos b / Real.sin b)
        * (Real.cos (a + b) / Real.sin (a + b)) = 1 := by
  have e1 : Real.cos a / Real.sin a + Real.cos b / Real.sin b
      = Real.sin (a + b) / (Real.sin a * Real.sin b) := by
    rw [div_add_div _ _ ha hb, Real.sin_add]
    ring
  have e2 : Real.sin (a + b) / (Real.sin a * Real.sin b)
      * (Real.cos (a + b) / Real.sin (a + b))
      = Real.cos (a + b) / (Real.sin a * Real.sin b) := by
    field_simp
  rw [e1, e2, Real.cos_add, div_mul_div_comm, ← sub_div,
    div_eq_one_iff_eq (mul_ne_zero ha hb)]
  ring
```

Set $a=k(x_i-x_j)$ and $b=k(x_j-x_l)$. Antisymmetry then gives, for distinct $i,j,l$,

$$c_{ij}c_{il}+c_{ji}c_{jl}+c_{li}c_{lj}=-1.$$

```lean
/-- Three-cotangent identity: for three distinct particles with no vanishing pair sine, the
products of the two cotangents seen from each particle add up to `-1`. -/
theorem three_cot (h : Apart k x) {i j l : Fin N} (hij : i ≠ j) (hjl : j ≠ l) (hil : i ≠ l) :
    cotPair k x i j * cotPair k x i l + cotPair k x j i * cotPair k x j l
      + cotPair k x l i * cotPair k x l j = -1 := by
  have hab : k * (x i - x l) = k * (x i - x j) + k * (x j - x l) := by ring
  have key := cot_add_identity (h i j hij) (h j l hjl) (by rw [← hab]; exact h i l hil)
  rw [← hab] at key
  rw [cotPair_antisymm k x i j, cotPair_antisymm k x i l, cotPair_antisymm k x j l]
  simp only [cotPair]
  linear_combination -key
```

Expand $(\sum_{j\ne i}c_{ij})^2$ and sum over $i$. The terms with equal partners are squares. The others run over the $N(N-1)(N-2)$ ordered triples of distinct indices; renaming indices and using the identity, three times their sum is $-N(N-1)(N-2)$:

$$\sum_i\Big(\sum_{j\ne i}c_{ij}\Big)^2=\sum_i\sum_{j\ne i}c_{ij}^2-\frac{N(N-1)(N-2)}3.$$

In the code, `h2` and `h3` rename the indices, and `G` accounts for coinciding ones.

```lean
/-- If no pair sine vanishes, the three-body terms in the summed squares of the cotangent sums
collapse to the constant `-N (N - 1) (N - 2) / 3`. -/
theorem sum_cot_sq (h : Apart k x) :
    ∑ i, (∑ j ∈ univ.erase i, cotPair k x i j) ^ 2
      = ∑ i, ∑ j ∈ univ.erase i, cotPair k x i j ^ 2 - (N : ℝ) * (N - 1) * (N - 2) / 3 := by
  have anti := cotPair_antisymm k x
  have self := cotPair_self k x
  have three := fun i j l => three_cot h (i := i) (j := j) (l := l)
  generalize cotPair k x = c at anti self three ⊢
  have hs : ∀ i, ∑ j ∈ univ.erase i, c i j = ∑ j, c i j := fun i => sum_erase _ (self i)
  have hq : ∀ i, ∑ j ∈ univ.erase i, c i j ^ 2 = ∑ j, c i j ^ 2 :=
    fun i => sum_erase _ (by simp [self])
  simp only [hs, hq]
  have h1 : ∑ i, (∑ j, c i j) ^ 2 = ∑ i, ∑ j, ∑ l, c i j * c i l := by
    simp only [sq, sum_mul_sum]
  have h2 : ∑ i, ∑ j, ∑ l, c i j * c i l = ∑ i, ∑ j, ∑ l, c j i * c j l := sum_comm
  have h3 : ∑ i, ∑ j, ∑ l, c i j * c i l = ∑ i, ∑ j, ∑ l, c l i * c l j := by
    calc _ = ∑ i, ∑ l, ∑ j, c l i * c l j := sum_comm
      _ = _ := sum_congr rfl fun i _ => sum_comm
  -- the symmetrised summand, with its values on coinciding indices
  have G : ∀ i j l, c i j * c i l + c j i * c j l + c l i * c l j
      = -1 + (if i = j then 1 + c i l ^ 2 else 0) + (if j = l then 1 + c i j ^ 2 else 0)
        + (if i = l then 1 + c i j ^ 2 else 0)
        - (if i = j then (1 : ℝ) else 0) * (if j = l then 2 else 0) := by
    intro i j l
    by_cases hij : i = j
    · subst hij
      by_cases hil : i = l
      · subst hil
        norm_num [self]
      · simp only [hil, self, ↓reduceIte]
        rw [anti i l]
        ring
    · by_cases hjl : j = l
      · subst hjl
        simp only [hij, self, ↓reduceIte]
        ring
      · by_cases hil : i = l
        · subst hil
          simp only [hij, hjl, self, ↓reduceIte]
          rw [anti i j]
          ring
        · rw [three i j l hij hjl hil]
          simp [hij, hjl, hil]
  have e0 : ∑ i, ∑ l, (1 + c i l ^ 2) = (N : ℝ) ^ 2 + ∑ i, ∑ l, c i l ^ 2 := by
    simp only [sum_add_distrib, sum_const, card_univ, Fintype.card_fin, nsmul_eq_mul]
    ring
  have e1 : ∑ i, ∑ j, ∑ l, (if i = j then 1 + c i l ^ 2 else 0)
      = ∑ i, ∑ l, (1 + c i l ^ 2) := by
    refine sum_congr rfl fun i _ => ?_
    rw [sum_comm]
    simp only [sum_ite_eq, mem_univ, if_true]
  have e2 : ∑ i, ∑ j, ∑ l, (if j = l then 1 + c i j ^ 2 else 0)
      = ∑ i, ∑ l, (1 + c i l ^ 2) := by
    simp only [sum_ite_eq, mem_univ, if_true]
  have e3 : ∑ i, ∑ j, ∑ l, (if i = l then 1 + c i j ^ 2 else 0)
      = ∑ i, ∑ l, (1 + c i l ^ 2) := by
    simp only [sum_ite_eq, mem_univ, if_true]
  have e4 : ∑ i : Fin N, ∑ j : Fin N, ∑ l : Fin N,
      (if i = j then (1 : ℝ) else 0) * (if j = l then 2 else 0) = 2 * N := by
    simp only [← mul_sum, ← sum_mul, sum_ite_eq, mem_univ, if_true, sum_const, card_univ,
      Fintype.card_fin, nsmul_eq_mul]
    ring
  have tot : ∑ i, ∑ j, ∑ l, (c i j * c i l + c j i * c j l + c l i * c l j)
      = -(N : ℝ) ^ 3 + 3 * ((N : ℝ) ^ 2 + ∑ i, ∑ l, c i l ^ 2) - 2 * N := by
    simp only [G]
    simp only [sum_add_distrib, sum_sub_distrib] at e0 ⊢
    rw [e1, e2, e3, e4]
    simp only [sum_add_distrib, sum_const, card_univ, Fintype.card_fin, nsmul_eq_mul]
    ring
  simp only [sum_add_distrib] at tot
  rw [h1]
  linear_combination (1 / 3) * tot + (1 / 3) * h2 + (1 / 3) * h3
```

For symmetric $f$, $\sum_i\sum_{j\ne i}f_{ij}=2\sum_{i<j}f_{ij}$.

```lean
private lemma sum_pairs (f : Fin N → Fin N → ℝ) (hf : ∀ i j, f i j = f j i) :
    ∑ i, ∑ j ∈ univ.erase i, f i j = 2 * ∑ i, ∑ j ∈ Ioi i, f i j := by
  have hE : ∀ i, ∑ j ∈ univ.erase i, f i j = ∑ j, if j ≠ i then f i j else 0 := by
    intro i
    rw [← sum_filter]
    exact sum_congr (by ext j; simp) fun _ _ => rfl
  have hI : ∀ i, ∑ j ∈ Ioi i, f i j = ∑ j, if i < j then f i j else 0 := by
    intro i
    rw [← sum_filter]
    exact sum_congr (by ext j; simp) fun _ _ => rfl
  have hsw : ∑ i, ∑ j, (if i < j then f i j else 0)
      = ∑ i, ∑ j, (if j < i then f j i else 0) := sum_comm
  have key : ∑ i, ∑ j, (if j ≠ i then f i j else 0)
      = ∑ i, ∑ j, ((if i < j then f i j else 0) + (if j < i then f j i else 0)) := by
    refine sum_congr rfl fun i _ => sum_congr rfl fun j _ => ?_
    rcases lt_trichotomy i j with h | h | h
    · rw [if_pos h.ne', if_pos h, if_neg (lt_asymm h), add_zero]
    · subst h
      simp
    · rw [if_pos h.ne, if_neg (lt_asymm h), if_pos h, zero_add]
      exact hf i j
  simp only [sum_add_distrib] at key
  simp only [hE, hI]
  linear_combination key - hsw
```

## Differentiating the Jastrow product

Away from the zeros, $\psi=\exp\big(\lambda\sum_{i<j}\log|\sin k(x_i-x_j)|\big)$.

```lean
/-- Where no pair sine vanishes, the Jastrow product is the exponential of a sum of pair terms
`lam log |sin (k (x_i - x_j))|` (`Real.log` takes the absolute value itself). -/
theorem jastrow_eq_exp (lam : ℝ) (h : Apart k x) :
    jastrow k lam x
      = Real.exp (lam * ∑ i, ∑ j ∈ Ioi i, Real.log (Real.sin (k * (x i - x j)))) := by
  unfold jastrow
  rw [mul_sum, Real.exp_sum]
  refine prod_congr rfl fun i _ => ?_
  rw [mul_sum, Real.exp_sum]
  refine prod_congr rfl fun j hj => ?_
  rw [Real.rpow_def_of_pos (abs_pos.2 (h i j (mem_Ioi.1 hj).ne)), Real.log_abs, mul_comm lam]
```

By continuity, a small displacement of one particle keeps all pair sines nonzero, so this form can be differentiated.

```lean
private lemma eventually_apart (h : Apart k x) (m : Fin N) :
    ∀ᶠ t in 𝓝 (x m), Apart k (Function.update x m t) := by
  refine Filter.eventually_all.2 fun i => Filter.eventually_all.2 fun j => ?_
  by_cases hij : i = j
  · exact Filter.Eventually.of_forall fun t ht => (ht hij).elim
  have hu : Continuous fun t : ℝ => Function.update x m t :=
    continuous_const.update m continuous_id
  have hi := continuous_pi_iff.1 hu
  have hc : Continuous fun t : ℝ =>
      Real.sin (k * (Function.update x m t i - Function.update x m t j)) :=
    Real.continuous_sin.comp (continuous_const.mul ((hi i).sub (hi j)))
  have h0 : Real.sin (k * (Function.update x m (x m) i - Function.update x m (x m) j)) ≠ 0 := by
    rw [Function.update_eq_self]
    exact h i j hij
  exact (hc.continuousAt.eventually_ne h0).mono fun t ht _ => ht
```

Only pairs containing $m$ contribute to the logarithmic derivative:

$$\partial_m\psi=\lambda k\Big(\sum_{j\ne m}c_{mj}\Big)\psi.$$

Here `ht` differentiates one pair and `hlog` collects the sum.

```lean
/-- Where no pair sine vanishes, the derivative of the Jastrow product in the coordinate of
particle `m` is `lam k` times the sum of its cotangents to the others, times the product. -/
theorem hasDerivAt_jastrow (lam : ℝ) (h : Apart k x) (m : Fin N) :
    HasDerivAt (fun t => jastrow k lam (Function.update x m t))
      (lam * k * (∑ j ∈ univ.erase m, cotPair k x m j) * jastrow k lam x) (x m) := by
  have hu : ∀ i, HasDerivAt (fun t => Function.update x m t i)
      (if i = m then (1 : ℝ) else 0) (x m) := by
    intro i
    by_cases hi : i = m
    · subst hi
      simpa using hasDerivAt_id' (x i)
    · simpa [hi] using hasDerivAt_const (x m) (x i)
  have ht : ∀ i j, i ≠ j → HasDerivAt
      (fun t => Real.log (Real.sin (k * (Function.update x m t i - Function.update x m t j))))
      (k * (((if i = m then (1 : ℝ) else 0) - (if j = m then 1 else 0)) * cotPair k x i j))
      (x m) := by
    intro i j hij
    have h0 : Real.sin (k * (Function.update x m (x m) i - Function.update x m (x m) j)) ≠ 0 := by
      rw [Function.update_eq_self]
      exact h i j hij
    refine ((((hu i).fun_sub (hu j)).const_mul k).sin.log h0).congr_deriv ?_
    simp only [Function.update_eq_self, cotPair]
    ring
  have hlog : HasDerivAt (fun t => ∑ i, ∑ j ∈ Ioi i,
      Real.log (Real.sin (k * (Function.update x m t i - Function.update x m t j))))
      (k * ∑ j ∈ univ.erase m, cotPair k x m j) (x m) := by
    refine (HasDerivAt.fun_sum fun i _ => HasDerivAt.fun_sum fun j hj =>
      ht i j (mem_Ioi.1 hj).ne).congr_deriv ?_
    -- only the pairs that contain particle m contribute
    have hp := sum_pairs (fun i j => k * (((if i = m then (1 : ℝ) else 0)
      - (if j = m then 1 else 0)) * cotPair k x i j)) (by
        intro i j
        rw [cotPair_antisymm k x i j]
        ring)
    beta_reduce at hp
    have hE : ∀ i, ∑ j ∈ univ.erase i, k * (((if i = m then (1 : ℝ) else 0)
        - (if j = m then 1 else 0)) * cotPair k x i j)
        = ∑ j, k * (((if i = m then (1 : ℝ) else 0)
        - (if j = m then 1 else 0)) * cotPair k x i j) := fun i => sum_erase _ (by simp)
    have hA : ∑ i, (if i = m then (1 : ℝ) else 0) * ∑ j, cotPair k x i j
        = ∑ j, cotPair k x m j := by
      simp only [ite_mul, one_mul, zero_mul, sum_ite_eq', mem_univ, if_true]
    have hB : ∑ i, ∑ j, (if j = m then (1 : ℝ) else 0) * cotPair k x i j
        = ∑ i, cotPair k x i m := by
      simp only [ite_mul, one_mul, zero_mul, sum_ite_eq', mem_univ, if_true]
    have hF : ∑ i, ∑ j ∈ univ.erase i, k * (((if i = m then (1 : ℝ) else 0)
        - (if j = m then 1 else 0)) * cotPair k x i j)
        = k * (∑ j, cotPair k x m j - ∑ i, cotPair k x i m) := by
      simp only [hE]
      simp only [sub_mul, mul_sub, sum_sub_distrib, ← mul_sum]
      rw [hA, hB]
    have hN : ∑ i, cotPair k x i m = -∑ j, cotPair k x m j := by
      rw [← sum_neg_distrib]
      exact sum_congr rfl fun i _ => cotPair_antisymm k x m i
    have hM : ∑ j ∈ univ.erase m, cotPair k x m j = ∑ j, cotPair k x m j :=
      sum_erase _ (cotPair_self k x m)
    linear_combination (-1 / 2) * hp + (1 / 2) * hF - (k / 2) * hN - k * hM
  have hev : (fun t => jastrow k lam (Function.update x m t)) =ᶠ[𝓝 (x m)]
      fun t => Real.exp (lam * ∑ i, ∑ j ∈ Ioi i,
        Real.log (Real.sin (k * (Function.update x m t i - Function.update x m t j)))) :=
    (eventually_apart h m).mono fun t ht => jastrow_eq_exp lam ht
  refine ((hlog.const_mul lam).exp.congr_of_eventuallyEq hev).congr_deriv ?_
  simp only [Function.update_eq_self]
  rw [jastrow_eq_exp lam h]
  ring
```

Since $\partial_mc_{mj}=-k/\sin^2k(x_m-x_j)$, the product rule gives

$$\partial_m^2\psi=\Big[\lambda^2k^2\Big(\sum_{j\ne m}c_{mj}\Big)^2-\lambda k^2\sum_{j\ne m}\frac1{\sin^2k(x_m-x_j)}\Big]\psi.$$

`HasDerivAt` also establishes that this derivative exists.

```lean
/-- Where no pair sine vanishes, the Jastrow product has a second derivative in each particle
coordinate, made of the squared cotangent sum and a sum of `1 / sin²`. -/
theorem hasDerivAt_deriv_jastrow (lam : ℝ) (h : Apart k x) (m : Fin N) :
    HasDerivAt (deriv fun t => jastrow k lam (Function.update x m t))
      ((lam ^ 2 * k ^ 2 * (∑ j ∈ univ.erase m, cotPair k x m j) ^ 2
        - lam * k ^ 2 * ∑ j ∈ univ.erase m, 1 / Real.sin (k * (x m - x j)) ^ 2)
        * jastrow k lam x) (x m) := by
  have hev : (deriv fun t => jastrow k lam (Function.update x m t)) =ᶠ[𝓝 (x m)]
      fun t => lam * k * (∑ j ∈ univ.erase m, cotPair k (Function.update x m t) m j)
        * jastrow k lam (Function.update x m t) := by
    refine (eventually_apart h m).mono fun t ht => ?_
    have hd := hasDerivAt_jastrow lam ht m
    simp only [Function.update_idem, Function.update_self] at hd
    exact hd.deriv
  have hc : ∀ j ∈ univ.erase m, HasDerivAt (fun t => cotPair k (Function.update x m t) m j)
      (-(k * (1 / Real.sin (k * (x m - x j)) ^ 2))) (x m) := by
    intro j hj
    have hne : j ≠ m := (mem_erase.1 hj).1
    have ha : HasDerivAt (fun t : ℝ => k * (t - x j)) k (x m) :=
      (((hasDerivAt_id' (x m)).sub_const (x j)).const_mul k).congr_deriv (mul_one k)
    simp only [cotPair, Function.update_self, Function.update_of_ne hne]
    refine (ha.cos.fun_div ha.sin (h m j hne.symm)).congr_deriv ?_
    rw [mul_one_div, ← neg_div]
    congr 1
    linear_combination (-k) * Real.sin_sq_add_cos_sq (k * (x m - x j))
  have hprod := ((HasDerivAt.fun_sum hc).const_mul (lam * k)).fun_mul
    (hasDerivAt_jastrow lam h m)
  refine (hprod.congr_of_eventuallyEq hev).congr_deriv ?_
  simp only [Function.update_eq_self, sum_neg_distrib, ← mul_sum]
  ring
```

## Cancellation of the interaction

Let $S=\sum_{i<j}1/\sin^2k(x_i-x_j)$. From $\cot^2=1/\sin^2-1$,

$$\sum_m\Big(\sum_{j\ne m}c_{mj}\Big)^2=2S-N(N-1)-\frac{N(N-1)(N-2)}3=2S-\frac{N(N^2-1)}3.$$

The kinetic energy is therefore

$$-\frac12\sum_m\partial_m^2\psi=\Big[-\lambda(\lambda-1)k^2S+\frac{\lambda^2k^2N(N^2-1)}6\Big]\psi,$$

and the potential cancels the $S$ term. The final `linear_combination` performs this cancellation.

```lean
/-- Where no pair sine vanishes, the Jastrow product satisfies the Schrödinger equation
`H ψ = E ψ` with `E = lam² k² N (N² - 1) / 6`. -/
theorem hamiltonian_jastrow (lam : ℝ) (h : Apart k x) :
    hamiltonian k lam (jastrow k lam) x
      = lam ^ 2 * k ^ 2 * N * ((N : ℝ) ^ 2 - 1) / 6 * jastrow k lam x := by
  have hD := sum_cot_sq h
  have one : ∀ i : Fin N, ∑ _j ∈ univ.erase i, (1 : ℝ) = N - 1 := by
    intro i
    rw [sum_erase_eq_sub (mem_univ i)]
    simp
  -- cot² = 1 / sin² - 1 for every pair
  have hC : ∑ i, ∑ j ∈ univ.erase i, cotPair k x i j ^ 2
      = ∑ i, ∑ j ∈ univ.erase i, 1 / Real.sin (k * (x i - x j)) ^ 2 - (N : ℝ) * (N - 1) := by
    have hi : ∀ i, ∑ j ∈ univ.erase i, cotPair k x i j ^ 2
        = ∑ j ∈ univ.erase i, 1 / Real.sin (k * (x i - x j)) ^ 2 - ((N : ℝ) - 1) := by
      intro i
      rw [← one i, ← sum_sub_distrib]
      refine sum_congr rfl fun j hj => ?_
      have hs := h i j (mem_erase.1 hj).1.symm
      rw [cotPair, div_pow, Real.cos_sq', sub_div, div_self (pow_ne_zero 2 hs)]
    simp only [hi]
    rw [sum_sub_distrib, sum_const, card_univ, Fintype.card_fin, nsmul_eq_mul]
  have hP := sum_pairs (fun i j => 1 / Real.sin (k * (x i - x j)) ^ 2) (by
    intro i j
    rw [show k * (x j - x i) = -(k * (x i - x j)) by ring, Real.sin_neg, neg_sq])
  beta_reduce at hP
  have h2 := fun m => (hasDerivAt_deriv_jastrow lam h m).deriv
  unfold hamiltonian
  simp only [h2]
  simp only [← sum_mul, sum_sub_distrib, ← mul_sum]
  linear_combination (-(1 / 2) * lam ^ 2 * k ^ 2 * jastrow k lam x) * (hD + hC)
    - (1 / 2) * lam * (lam - 1) * k ^ 2 * jastrow k lam x * hP
```

The exponential form shows $\psi\ne0$, so we may divide by it.

```lean
/-- The local energy of the Jastrow product is `lam² k² N (N² - 1) / 6` at every configuration
where no pair sine vanishes. -/
theorem localEnergy_jastrow (lam : ℝ) (h : Apart k x) :
    localEnergy k lam (jastrow k lam) x = lam ^ 2 * k ^ 2 * N * ((N : ℝ) ^ 2 - 1) / 6 := by
  have hpos : jastrow k lam x ≠ 0 := by
    rw [jastrow_eq_exp lam h]
    exact Real.exp_ne_zero _
  rw [localEnergy, hamiltonian_jastrow lam h, mul_div_assoc, div_self hpos, mul_one]
```

## Particles on a ring

For distinct positions in $[0,L)$ and $k=\pi/L$, every $k(x_i-x_j)$ with $i\ne j$ is nonzero and lies in $(-\pi,\pi)$, where sine vanishes only at zero. `Apart` follows, and the local energy is $\lambda^2\pi^2N(N^2-1)/(6L^2)$.

```lean
/-- For particles at distinct positions in `[0, L)` and `k = π / L`, the local energy of the
Jastrow product is `lam² π² N (N² - 1) / (6 L²)`. -/
theorem localEnergy_ring (lam : ℝ) {L : ℝ} (hx : ∀ i, 0 ≤ x i ∧ x i < L)
    (hinj : Function.Injective x) (hL : 0 < L) :
    localEnergy (Real.pi / L) lam (jastrow (Real.pi / L) lam) x
      = lam ^ 2 * Real.pi ^ 2 * N * ((N : ℝ) ^ 2 - 1) / (6 * L ^ 2) := by
  have key : ∀ q : ℝ, 0 < q → q * L = Real.pi → Apart q x := by
    intro q hq hqL i j hij hs
    have hi := hx i
    have hj := hx j
    have h1 : -Real.pi < q * (x i - x j) := by
      nlinarith [mul_pos hq (show 0 < L + (x i - x j) by linarith)]
    have h2 : q * (x i - x j) < Real.pi := by
      nlinarith [mul_pos hq (show 0 < L - (x i - x j) by linarith)]
    have h3 := (Real.sin_eq_zero_iff_of_lt_of_lt h1 h2).1 hs
    exact hij (hinj (sub_eq_zero.1 ((mul_eq_zero.1 h3).resolve_left hq.ne')))
  rw [localEnergy_jastrow lam
    (key _ (div_pos Real.pi_pos hL) (div_mul_cancel₀ _ hL.ne'))]
  ring

end

end SutherlandJastrow
```

```lean
#print axioms SutherlandJastrow.localEnergy_jastrow
-- 'SutherlandJastrow.localEnergy_jastrow' depends on axioms: [propext, Classical.choice, Quot.sound]
#print axioms SutherlandJastrow.localEnergy_ring
-- 'SutherlandJastrow.localEnergy_ring' depends on axioms: [propext, Classical.choice, Quot.sound]
```
